# The Hessian of a translation-invariant C² energy annihilates uniform translations at every geometry

When the force constants of an isolated molecule have been computed by finite differences of forces, a common clean-up step overwrites the block that couples each atom to itself with minus the sum of the blocks that couple it to the other atoms. The step restores a property that the exact Hessian has whenever the energy is translation-invariant and twice continuously differentiable at the geometry in question. The forces need not vanish there, so the correction is as legitimate halfway along an optimisation as it is at a minimum.

## Differentiating along a translation

Let finitely many points, labelled by i, have positions x_i in R^d, and let x denote the whole configuration. For a vector c in R^d, let T(c) be the displacement that moves every point by c. The energy V is translation-invariant if, for all x and c,

V(x + T(c)) = V(x).

Write V′(x)[w] for the derivative of V at x along the displacement w, and H(x)[u, w] for the derivative of V′(x)[w] as x moves along u. The claim is that H(x)[w, T(c)] = 0 for every w and c, at every x where V is twice continuously differentiable.

Hold c fixed and differentiate the invariance condition with respect to x along w:

V′(x + T(c))[w] = V′(x)[w].

The gradient is therefore the same before and after a translation. Replace c by tc, with t a real number. Since T(tc) = t T(c),

V′(x + t T(c))[w] = V′(x)[w] for all t.

The right-hand side does not depend on t, so the derivative of the left-hand side at t = 0 vanishes:

H(x)[T(c), w] = 0.

Second derivatives of a C² function are symmetric, which moves the translation to the other slot:

H(x)[w, T(c)] = 0.

The condition V′(x) = 0 was not used.

Rotations can be treated by the same argument, with a different outcome. Let A be an antisymmetric d×d matrix, let Ax be the displacement that moves each point i by A x_i, and suppose that V is unchanged when all points are rotated by exp(tA). Differentiating first in x and then in t at t = 0 gives

H(x)[Ax, w] + V′(x)[Aw] = 0.

The second term appears because a rotation turns the gradient, whereas a translation leaves it alone. Infinitesimal rotations are thus null vectors of the Hessian at stationary points, but in general not elsewhere. This rotational identity is derived here by hand only and has no theorem in the Lean file.

## Force-constant blocks and the singular matrix

Let e_ia be the displacement that moves point i by one unit along axis a and leaves the other points in place. The force-constant block H_ij is the d×d matrix with entries

(H_ij)_ab = H(x)[e_ia, e_jb].

Let e_b be the unit vector of R^d along axis b. Moving every point by one unit along b is a uniform translation, so ∑_j e_jb = T(e_b), and linearity gives

∑_j (H_ij)_ab = H(x)[e_ia, T(e_b)] = 0.

Separating the term j = i yields the formula used in the clean-up step:

H_ii = −∑_{j≠i} H_ij.

For a single point the sum on the right is empty and H_ii = 0, as it must be for an energy that does not depend on position.

Now assemble the blocks into one square matrix with rows (i, a) and columns (j, b), and apply it to the vector whose entries are all 1. The component (i, a) of the result is ∑_b ∑_j (H_ij)_ab = 0. If there is at least one point and d > 0, this vector is nonzero, so the matrix has determinant zero. A Newton step in Cartesian coordinates therefore cannot be obtained by inverting the full Hessian. If the translations are its only null vectors, restricting the step to displacements orthogonal to them removes the obstruction.

In code, a Hessian of N atoms stored atom by atom as a 3N×3N array `H` can be tested with `H.reshape(N, 3, N, 3).sum(axis=2)`. The result holds one 3×3 residual per atom, and each should vanish up to numerical error. Nonzero residuals can come from incompletely converged forces or from an integration grid fixed in space, which breaks translation invariance itself. The finite-difference step can contribute once the array has been symmetrised. Before that, if the rows belong to the displaced coordinates, each residual is built from total forces alone, and the exact forces of a translation-invariant energy sum to zero at every geometry, whatever the step. Overwriting the self-blocks removes the residuals but may leave those blocks slightly unsymmetric, and symmetrising them afterwards can bring residuals back.

## Which energies have these null vectors

Strict invariance is more than the argument needs. Suppose that a translation changes the energy by an amount that may depend on c but not on x:

V(x + T(c)) = V(x) + k(c).

The constant k(c) disappears on differentiation in x, and the rest of the derivation stands. Adding a constant external force on each point to an invariant energy gives an example.

For V twice continuously differentiable everywhere, the converse holds too. Suppose H(x)[w, T(c)] = 0 for all x, w and c. By symmetry, V′(y + t T(c)) has zero derivative in t at every t, so V′(y + T(c)) = V′(y) for every y. The function

g(z) = V(z + T(c)) − V(z)

then has zero derivative everywhere and is constant. Comparing its values at x and at 0 gives

V(x + T(c)) − V(x) = V(T(c)) − V(0).

## Configurations and the Hessian in Lean

```lean
import Mathlib

open Matrix

namespace HessianTranslationModes

noncomputable section
```

A configuration assigns to each label in `ι` a vector with `d` real components.

```lean
/-- Configurations of points labelled by `ι` in `d`-dimensional space. -/
abbrev Config (ι : Type*) (d : ℕ) := ι → Fin d → ℝ
```

The displacement T(c) is the constant configuration `shift c`.

```lean
/-- The uniform translation that displaces every point by the same vector `c`. -/
def shift {ι : Type*} {d : ℕ} (c : Fin d → ℝ) : Config ι d := fun _ => c
```

From here on the set of labels is finite. The derivative V′(x) is `fderiv ℝ V x`, a linear functional on displacements, and the Hessian is the derivative of that derivative. In `hessian V x u w`, the first argument `u` is the direction in which the gradient is differentiated, in agreement with H(x)[u, w] above. The coordinates are Cartesian and not mass-weighted.

```lean
variable {ι : Type*} [Fintype ι] {d : ℕ}

/-- The Hessian of the energy `V` at the geometry `x`, as a bilinear form on displacements. -/
def hessian (V : Config ι d → ℝ) (x : Config ι d) :
    Config ι d →L[ℝ] Config ι d →L[ℝ] ℝ :=
  fderiv ℝ (fderiv ℝ V) x
```

## The gradient does not change under translation

The first theorem is the first differentiation by hand, for one fixed `c` and with the constant `k` included. The proof writes the gradient at the translated geometry as the gradient of the translated energy, replaces that energy by `V y + k`, and drops the constant.

```lean
/-- If a translation changes the energy by the same amount at every geometry, then the
derivative of the energy is the same before and after the translation. -/
theorem gradient_shift {V : Config ι d → ℝ} {c : Fin d → ℝ} {k : ℝ}
    (h : ∀ y, V (y + shift c) = V y + k) (x : Config ι d) :
    fderiv ℝ V (x + shift c) = fderiv ℝ V x := by
  have h1 := fderiv_comp_add_right (𝕜 := ℝ) (f := V) (x := x) (shift c)
  have e : (fun y => V (y + shift c)) = fun y => V y + k := funext h
  rw [← h1, e]
  exact fderiv_add_const k
```

The next theorem differentiates along the line x + t T(c). Its hypothesis `hH` says that `H` is the derivative of the gradient at `x`, and `h` allows a different constant for each `c`. In the proof, `h1` states that the gradient has derivative `H (shift c)` along the line, and `e` states that the gradient is constant there. A constant function has derivative zero, and uniqueness of derivatives finishes the argument.

```lean
/-- If each translation changes the energy by an amount independent of the geometry, then
the derivative `H` of the gradient at `x` vanishes along every uniform translation. -/
theorem gradient_derivative_shift {V : Config ι d → ℝ} {x : Config ι d}
    {H : Config ι d →L[ℝ] Config ι d →L[ℝ] ℝ}
    (hH : HasFDerivAt (fderiv ℝ V) H x)
    (h : ∀ c : Fin d → ℝ, ∃ k : ℝ, ∀ y, V (y + shift c) = V y + k) (c : Fin d → ℝ) :
    H (shift c) = 0 := by
  have h1 : HasDerivAt (fun t : ℝ => fderiv ℝ V (x + t • shift c)) (H (shift c)) 0 :=
    hH.hasLineDerivAt (shift c)
  -- the gradient is constant along the line of translated geometries
  have e : (fun t : ℝ => fderiv ℝ V (x + t • shift c)) = fun _ => fderiv ℝ V x := by
    funext t
    obtain ⟨k, hk⟩ := h (t • c)
    exact gradient_shift hk x
  rw [e] at h1
  exact h1.unique (hasDerivAt_const _ _)
```

Two consequences of smoothness remain. If V is twice continuously differentiable at x, its gradient is differentiable there, with `hessian V x` as derivative.

```lean
/-- The gradient of a twice continuously differentiable energy has the Hessian as its
derivative. -/
theorem hasFDerivAt_gradient {V : Config ι d → ℝ} {x : Config ι d}
    (hV : ContDiffAt ℝ 2 V x) : HasFDerivAt (fderiv ℝ V) (hessian V x) x :=
  ((hV.fderiv_right (m := 1) one_add_one_eq_two.le).differentiableAt (by simp)).hasFDerivAt
```

The Hessian is also symmetric at such a point.

```lean
/-- The Hessian of a twice continuously differentiable energy is symmetric. -/
theorem hessian_symm {V : Config ι d → ℝ} {x : Config ι d}
    (hV : ContDiffAt ℝ 2 V x) (u w : Config ι d) :
    hessian V x u w = hessian V x w u :=
  (hV.isSymmSndFDerivAt (by simp)) u w
```

## Null vectors at any geometry

The central theorem has two hypotheses: `hV`, that V is twice continuously differentiable at the one geometry `x`, and `hinv`, that V is invariant under every translation of every configuration. The proof applies `gradient_derivative_shift` with the constant 0 and exchanges the arguments by symmetry.

```lean
/-- The Hessian of a translation-invariant energy annihilates every uniform translation, at
any geometry where the energy is twice continuously differentiable. -/
theorem hessian_annihilates_translations {V : Config ι d → ℝ} {x : Config ι d}
    (hV : ContDiffAt ℝ 2 V x) (hinv : ∀ (c : Fin d → ℝ) y, V (y + shift c) = V y)
    (c : Fin d → ℝ) (w : Config ι d) : hessian V x w (shift c) = 0 := by
  have h0 := gradient_derivative_shift (hasFDerivAt_gradient hV)
    (fun c => ⟨0, fun y => by rw [hinv c y, add_zero]⟩) c
  rw [hessian_symm hV, h0]
  rfl
```

The exact Born–Oppenheimer energy of an isolated molecule with finitely many nuclei satisfies `hinv`. Smoothness is assumed, not derived, and it can fail, for instance at a conical intersection. V must also have a value at every configuration, including those with coincident nuclei, where any translation-invariant assignment will do. For a periodic crystal with fixed lattice vectors, V can be the energy per cell as a function of the positions of the atoms in one cell, each displacement being repeated in every cell. Force constants between individual atoms of the infinite crystal are not covered.

## The converse

The equivalence requires V to be twice continuously differentiable at all configurations, which excludes energies that diverge when points coincide. Its right-hand side says that the energy change under T(c) at any x equals the change at the configuration 0.

In the forward direction, `hl` gives the velocity of the line y + t T(c), `hz` turns the assumption into a vanishing derivative of the gradient by symmetry, and `hφ` combines them by the chain rule. Comparing t = 1 with t = 0 gives `hG`, the equality of gradients. Then `hg0` shows that g has zero derivative, and `hc` compares its values at `x` and 0. The reverse direction applies `gradient_derivative_shift` with k(c) = V(T(c)) − V(0).

```lean
/-- For a twice continuously differentiable energy, the Hessian annihilates all uniform
translations at all geometries exactly when the energy change under each translation does
not depend on the geometry. -/
theorem hessian_annihilates_iff {V : Config ι d → ℝ} (hV : ContDiff ℝ 2 V) :
    (∀ (x : Config ι d) (c : Fin d → ℝ) (w : Config ι d), hessian V x w (shift c) = 0) ↔
      ∀ (x : Config ι d) (c : Fin d → ℝ),
        V (x + shift c) - V x = V (shift c) - V 0 := by
  constructor
  · intro h x c
    have hd : Differentiable ℝ V := hV.differentiable (by norm_num)
    -- the gradient does not change along a translation
    have hG : ∀ y : Config ι d, fderiv ℝ V (y + shift c) = fderiv ℝ V y := by
      intro y
      have hφ : ∀ t : ℝ,
          HasDerivAt (fun t : ℝ => fderiv ℝ V (y + t • shift c)) 0 t := by
        intro t
        have hl : HasDerivAt (fun t : ℝ => y + t • (shift c : Config ι d)) (shift c) t :=
          HasDerivAt.congr_deriv
            (((hasDerivAt_id' t).smul_const (shift c : Config ι d)).const_add y)
            (one_smul ℝ _)
        have hz : hessian V (y + t • shift c) (shift c) = 0 := by
          apply ContinuousLinearMap.ext
          intro w
          rw [hessian_symm hV.contDiffAt, h]
          rfl
        exact HasDerivAt.congr_deriv
          ((hasFDerivAt_gradient hV.contDiffAt).comp_hasDerivAt t hl) hz
      have h10 := is_const_of_deriv_eq_zero (fun t => (hφ t).differentiableAt)
        (fun t => (hφ t).deriv) 1 0
      simpa only [one_smul, zero_smul, add_zero] using h10
    -- hence the energy change under the translation has zero derivative
    have hd' : Differentiable ℝ (fun z : Config ι d => V (z + shift c)) := by fun_prop
    have hg : Differentiable ℝ (fun z : Config ι d => V (z + shift c) - V z) := by fun_prop
    have hg0 : ∀ y, fderiv ℝ (fun z : Config ι d => V (z + shift c) - V z) y = 0 := by
      intro y
      rw [fderiv_fun_sub (hd' y) (hd y), fderiv_comp_add_right, hG, sub_self]
    have hc := is_const_of_fderiv_eq_zero hg hg0 x 0
    simpa only [zero_add] using hc
  · intro h x c w
    have h0 := gradient_derivative_shift (hasFDerivAt_gradient (x := x) hV.contDiffAt)
      (fun c => ⟨V (shift c) - V 0, fun y => by linarith [h y c]⟩) c
    rw [hessian_symm hV.contDiffAt, h0]
    rfl
```

## The sum rule and the determinant

The displacement e_ia is `unitMove i a`, which is 1 in component `a` of point `i` and 0 in every other component.

```lean
variable [DecidableEq ι]

/-- The unit displacement of point `i` along the Cartesian axis `a`. -/
def unitMove (i : ι) (a : Fin d) : Config ι d := Pi.single i (Pi.single a 1)
```

The block H_ij collects the values of the Hessian on such displacements.

```lean
/-- The force-constant block `H_ij`, the matrix of second derivatives of the energy with
respect to the coordinates of points `i` and `j`. -/
def forceBlock (V : Config ι d → ℝ) (x : Config ι d) (i j : ι) :
    Matrix (Fin d) (Fin d) ℝ :=
  Matrix.of fun a b => hessian V x (unitMove i a) (unitMove j b)
```

The full matrix is indexed by pairs of a point and an axis.

```lean
/-- The full Cartesian Hessian matrix, assembled from the force-constant blocks. -/
def hessianMatrix (V : Config ι d → ℝ) (x : Config ι d) :
    Matrix (ι × Fin d) (ι × Fin d) ℝ :=
  Matrix.of fun p q => forceBlock V x p.1 q.1 p.2 q.2
```

The sum rule is proved entry by entry. The step `hs` is the identity ∑_j e_jb = T(e_b), and `map_sum` takes the sum over j inside the Hessian, where the central theorem applies.

```lean
/-- The force-constant blocks `H_ij` of a translation-invariant energy sum to zero over `j`, at any
geometry where the energy is twice continuously differentiable. -/
theorem forceBlock_sum_rule {V : Config ι d → ℝ} {x : Config ι d}
    (hV : ContDiffAt ℝ 2 V x) (hinv : ∀ (c : Fin d → ℝ) y, V (y + shift c) = V y) (i : ι) :
    ∑ j, forceBlock V x i j = 0 := by
  ext a b
  -- moving every point by one unit along axis `b` is a uniform translation
  have hs : ∑ j, unitMove j b = (shift (Pi.single b 1) : Config ι d) :=
    Finset.univ_sum_single (fun _ : ι => (Pi.single b 1 : Fin d → ℝ))
  simp only [Matrix.sum_apply, forceBlock, Matrix.of_apply, Matrix.zero_apply]
  rw [← map_sum, hs]
  exact hessian_annihilates_translations hV hinv _ _
```

The formula for the self-block follows by splitting the term j = i off the full sum. In the statement, `Finset.univ.erase i` is the set of all points other than `i`.

```lean
/-- The self-block `H_ii` of a translation-invariant energy is minus the sum of the blocks coupling
point `i` to all other points, at any geometry where the energy is twice continuously
differentiable. -/
theorem forceBlock_self {V : Config ι d → ℝ} {x : Config ι d}
    (hV : ContDiffAt ℝ 2 V x) (hinv : ∀ (c : Fin d → ℝ) y, V (y + shift c) = V y) (i : ι) :
    forceBlock V x i i = -∑ j ∈ Finset.univ.erase i, forceBlock V x i j := by
  apply eq_neg_of_add_eq_zero_left
  rw [Finset.add_sum_erase Finset.univ (fun j => forceBlock V x i j) (Finset.mem_univ i)]
  exact forceBlock_sum_rule hV hinv i
```

For the determinant, `Nonempty ι` and `0 < d` ensure that the vector of ones has an entry and so is nonzero. The remaining goal is that the matrix sends this vector to zero. `Finset.sum_comm` puts the sum over points inside the sum over axes, and `hb` makes each inner sum vanish by the sum rule.

```lean
/-- For at least one point in at least one dimension, the Cartesian Hessian matrix of a
translation-invariant energy has determinant zero at any geometry where the energy is twice
continuously differentiable. -/
theorem hessianMatrix_det_eq_zero [Nonempty ι] (hd : 0 < d) {V : Config ι d → ℝ}
    {x : Config ι d} (hV : ContDiffAt ℝ 2 V x)
    (hinv : ∀ (c : Fin d → ℝ) y, V (y + shift c) = V y) :
    (hessianMatrix V x).det = 0 := by
  -- the vector with all entries one is a translation, hence a null vector
  refine Matrix.exists_mulVec_eq_zero_iff.mp ⟨fun _ => 1, ?_, ?_⟩
  · intro h
    have h1 := congrFun h (Classical.arbitrary ι, ⟨0, hd⟩)
    simp at h1
  · ext p
    have hb : ∀ b, ∑ j, forceBlock V x p.1 j p.2 b = 0 := by
      intro b
      have h1 := congrFun (congrFun (forceBlock_sum_rule hV hinv p.1) p.2) b
      simpa only [Matrix.sum_apply, Matrix.zero_apply] using h1
    simp only [Matrix.mulVec, dotProduct, hessianMatrix, Matrix.of_apply, mul_one,
      Pi.zero_apply, Fintype.sum_prod_type]
    rw [Finset.sum_comm]
    exact Finset.sum_eq_zero fun b _ => hb b

end

end HessianTranslationModes
```

```lean
#print axioms HessianTranslationModes.hessian_annihilates_translations
#print axioms HessianTranslationModes.hessian_annihilates_iff
#print axioms HessianTranslationModes.forceBlock_self
#print axioms HessianTranslationModes.hessianMatrix_det_eq_zero
```

```
'HessianTranslationModes.hessian_annihilates_translations' depends on axioms: [propext, Classical.choice, Quot.sound]
'HessianTranslationModes.hessian_annihilates_iff' depends on axioms: [propext, Classical.choice, Quot.sound]
'HessianTranslationModes.forceBlock_self' depends on axioms: [propext, Classical.choice, Quot.sound]
'HessianTranslationModes.hessianMatrix_det_eq_zero' depends on axioms: [propext, Classical.choice, Quot.sound]
```
